# Four unit charges on a tetrahedron give a cubic potential term $20t^3/(9R^4)$ along a ligand axis

If the ligand potential in a tetrahedral complex is modelled with even powers of the displacement only, as suits an octahedral one, it comes out equal on the two sides of the metal ion along a metal–ligand axis. Such a potential also has no matrix elements between d and p orbitals on the metal. For four equal point charges at the corners of a regular tetrahedron, the potential differs on the two sides, and d and p orbitals can couple. The difference begins at third order: at a displacement $t$ from the metal towards a ligand at distance $R$, the cubic term is $20t^3/(9R^4)$ for unit charges and a Coulomb constant of 1.

```lean
import Mathlib

open Filter Topology

namespace TetrahedralPointCharges

noncomputable section
```

## Charges and directions

Charges $q_i$ at positions $a_i$ produce the potential $\sum_i q_i/|r-a_i|$, with the Coulomb constant set to 1. A point is a function `Fin 3 → ℝ`, so its coordinates are numbered 0, 1, 2, and the distance is written out as a square root.

```lean
/-- Coulomb potential at `r` of finitely many point charges `q i` at positions `a i`. -/
def potential {ι : Type*} [Fintype ι] (q : ι → ℝ) (a : ι → Fin 3 → ℝ) (r : Fin 3 → ℝ) : ℝ :=
  ∑ i, q i / Real.sqrt (∑ k, (r k - a i k) ^ 2)
```

Alternate corners of a cube form a regular tetrahedron.

```lean
/-- Alternate corners of a cube, which form a regular tetrahedron. -/
def corner : Fin 4 → Fin 3 → ℝ :=
  ![![1, 1, 1], ![1, -1, -1], ![-1, 1, -1], ![-1, -1, 1]]
```

Each corner has length $\sqrt3$, so division by $\sqrt3$ gives the ligand directions $u_i$, $i=0,\dots,3$.

```lean
/-- The four ligand directions of a tetrahedral complex. -/
def vertex (i : Fin 4) (k : Fin 3) : ℝ := (Real.sqrt 3)⁻¹ * corner i k
```

The ligands are unit charges at $Ru_i$, where $R$ is the metal–ligand distance. They are rigid points, without covalency or polarisation.

```lean
/-- Potential of four unit charges at distance `R` along the tetrahedral directions. -/
def tetraPotential (R : ℝ) (r : Fin 3 → ℝ) : ℝ :=
  potential (fun _ : Fin 4 => 1) (fun i k => R * vertex i k) r
```

For a direction $n$, let $c_i=u_i\cdot n$. When $n$ is a unit vector, this is the cosine of the angle to ligand $i$.

```lean
/-- Scalar product of the direction `n` with the `i`-th ligand direction. -/
def cosAngle (n : Fin 3 → ℝ) (i : Fin 4) : ℝ := ∑ k, vertex i k * n k
```

The normalisation enters through $(1/\sqrt3)^2=1/3$.

```lean
/-- The squared normalisation factor of the cube corners is one third. -/
lemma inv_sqrt_three_sq : (Real.sqrt 3)⁻¹ ^ 2 = 1 / 3 := by
  rw [inv_pow, Real.sq_sqrt (by norm_num)]
  norm_num
```

Hence $|u_i|^2=3\cdot\tfrac13=1$, checked ligand by ligand.

```lean
/-- Each ligand direction is a unit vector. -/
lemma vertex_unit (i : Fin 4) : ∑ k, vertex i k ^ 2 = 1 := by
  fin_cases i <;> simp [vertex, corner, Fin.sum_univ_three] <;> norm_num
```

In components, $c_0=(n_0+n_1+n_2)/\sqrt3$, and each of the other three cosines has two of the signs reversed.

```lean
/-- The scalar products with the four ligand directions, in Cartesian components. -/
lemma cosAngle_values (n : Fin 3 → ℝ) :
    cosAngle n 0 = (Real.sqrt 3)⁻¹ * (n 0 + n 1 + n 2) ∧
    cosAngle n 1 = (Real.sqrt 3)⁻¹ * (n 0 - n 1 - n 2) ∧
    cosAngle n 2 = (Real.sqrt 3)⁻¹ * (-n 0 + n 1 - n 2) ∧
    cosAngle n 3 = (Real.sqrt 3)⁻¹ * (-n 0 - n 1 + n 2) := by
  refine ⟨?_, ?_, ?_, ?_⟩ <;>
    simp [cosAngle, vertex, corner, Fin.sum_univ_three] <;> ring
```

## One charge at a time

At the point $tn$ with $|n|=1$, expanding the square gives $|tn-Ru_i|^2=R^2-2Rc_it+t^2$. The proof adds $t^2$ times $|n|^2=1$ and $R^2$ times $|u_i|^2=1$.

```lean
/-- Along a unit direction, the potential is the sum of the inverse ligand distances, each written
by the law of cosines. -/
theorem potential_on_ray (R t : ℝ) (n : Fin 3 → ℝ) (hn : ∑ k, n k ^ 2 = 1) :
    tetraPotential R (fun k => t * n k) =
      ∑ i, 1 / Real.sqrt (R ^ 2 - 2 * R * cosAngle n i * t + t ^ 2) := by
  unfold tetraPotential potential
  refine Finset.sum_congr rfl fun i _ => ?_
  have hu := vertex_unit i
  have h : ∑ k, (t * n k - R * vertex i k) ^ 2 =
      R ^ 2 - 2 * R * cosAngle n i * t + t ^ 2 := by
    simp only [cosAngle, Fin.sum_univ_three] at hn hu ⊢
    linear_combination t ^ 2 * hn + R ^ 2 * hu
  rw [h]
```

For one charge at cosine $c$, let $s=\sqrt{R^2-2Rct+t^2}$, $b=(3c^2-1)/2$ and
$$p=\frac1R+\frac{ct}{R^2}+\frac{b\,t^2}{R^3}.$$
These are the monopole, dipole and quadrupole terms. Rationalising the remainder gives
$$\frac1s-p=\frac{1-p^2s^2}{s(1+ps)}.$$
With $x=t/R$, $p^2s^2=(1+cx+bx^2)^2(1-2cx+x^2)$. Its linear term vanishes, its quadratic coefficient is $1-3c^2+2b=0$, and its cubic coefficient is $2c-2c^3-2cb=3c-5c^3$. So $1-p^2s^2=t^3g(t)$, where $g$ is a polynomial with $g(0)=(5c^3-3c)/R^3$. The denominator tends to $2R$, and therefore
$$\frac{1/s-p}{t^3}\to\frac{5c^3-3c}{2R^4}.$$

In the code, `key` is the factorisation and `hF` the limit by continuity. Both $s$ and $p$ are positive near $t=0$, which justifies the division. The filter `𝓝[≠] 0` means $t\to0$ from either side with $t\ne0$.

```lean
/-- After the monopole, dipole and quadrupole terms of one charge are removed, the remainder divided
by `t³` tends to the octupole coefficient `(5c³ - 3c)/(2R⁴)`. -/
theorem single_charge_cubic {R : ℝ} (hR : 0 < R) (c : ℝ) :
    Tendsto (fun t : ℝ => (1 / Real.sqrt (R ^ 2 - 2 * R * c * t + t ^ 2) -
      (1 / R + c * t / R ^ 2 + (3 * c ^ 2 - 1) / 2 * t ^ 2 / R ^ 3)) / t ^ 3)
      (𝓝[≠] 0) (𝓝 ((5 * c ^ 3 - 3 * c) / 2 / R ^ 4)) := by
  obtain ⟨b, hb⟩ : ∃ b : ℝ, b = (3 * c ^ 2 - 1) / 2 := ⟨_, rfl⟩
  obtain ⟨s, hsd⟩ : ∃ s : ℝ → ℝ,
    s = fun t => Real.sqrt (R ^ 2 - 2 * R * c * t + t ^ 2) := ⟨_, rfl⟩
  obtain ⟨p, hpd⟩ : ∃ p : ℝ → ℝ, p = fun t =>
    1 / R + c * t / R ^ 2 + (3 * c ^ 2 - 1) / 2 * t ^ 2 / R ^ 3 := ⟨_, rfl⟩
  obtain ⟨g, hgd⟩ : ∃ g : ℝ → ℝ, g = fun t => ((5 * c ^ 3 - 3 * c)
    - (b ^ 2 - 4 * c ^ 2 * b + c ^ 2 + 2 * b) * (t / R)
    - (2 * c * b - 2 * c * b ^ 2) * (t / R) ^ 2 - b ^ 2 * (t / R) ^ 3) / R ^ 3 := ⟨_, rfl⟩
  have hs : Continuous s := by rw [hsd]; fun_prop
  have hp : Continuous p := by rw [hpd]; fun_prop
  have hg : Continuous g := by rw [hgd]; fun_prop
  have hs0 : s 0 = R := by rw [hsd]; simp [Real.sqrt_sq hR.le]
  have hp0 : p 0 = 1 / R := by rw [hpd]; simp
  have hg0 : g 0 = (5 * c ^ 3 - 3 * c) / R ^ 3 := by rw [hgd]; simp
  have hden : s 0 * (1 + p 0 * s 0) = 2 * R := by
    rw [hs0, hp0, one_div_mul_cancel hR.ne']; ring
  have hne : s 0 * (1 + p 0 * s 0) ≠ 0 := by rw [hden]; positivity
  have hF : Tendsto (fun t => g t / (s t * (1 + p t * s t))) (𝓝 0)
      (𝓝 (g 0 / (s 0 * (1 + p 0 * s 0)))) :=
    (hg.tendsto 0).div ((hs.mul (continuous_const.add (hp.mul hs))).tendsto 0) hne
  have hval : g 0 / (s 0 * (1 + p 0 * s 0)) = (5 * c ^ 3 - 3 * c) / 2 / R ^ 4 := by
    rw [hden, hg0]
    field_simp
  rw [hval] at hF
  have hspos : ∀ᶠ t in 𝓝 (0 : ℝ), 0 < s t :=
    (hs.tendsto 0).eventually (lt_mem_nhds (by rw [hs0]; exact hR))
  have hppos : ∀ᶠ t in 𝓝 (0 : ℝ), 0 < p t :=
    (hp.tendsto 0).eventually (lt_mem_nhds (by rw [hp0]; positivity))
  refine (hF.mono_left nhdsWithin_le_nhds).congr' ?_
  filter_upwards [self_mem_nhdsWithin, nhdsWithin_le_nhds hspos,
    nhdsWithin_le_nhds hppos] with t ht h1 h2
  have ht0 : t ≠ 0 := ht
  have hsq : s t ^ 2 = R ^ 2 - 2 * R * c * t + t ^ 2 := by
    rw [hsd] at h1 ⊢
    exact Real.sq_sqrt (Real.sqrt_pos.mp h1).le
  -- the rationalised numerator is divisible by `t ^ 3`
  have key : 1 - p t ^ 2 * s t ^ 2 = g t * t ^ 3 := by
    rw [hsq, hpd, hgd, hb]
    field_simp
    ring
  have hinv : 1 / s t * s t = 1 := one_div_mul_cancel h1.ne'
  have goal' : g t / (s t * (1 + p t * s t)) = (1 / s t - p t) / t ^ 3 := by
    rw [div_eq_div_iff (by positivity) (pow_ne_zero 3 ht0)]
    linear_combination -key - (1 + p t * s t) * hinv
  rw [goal', hsd, hpd]
```

## Adding the four ligands

The component formulas give
$$\sum_i c_i=0,\qquad \sum_i c_i^2=\tfrac43,\qquad \sum_i c_i^3=\frac{24\,n_0n_1n_2}{3\sqrt3}=\frac{8\,n_0n_1n_2}{\sqrt3}.$$
The dipole terms cancel, and so do the quadrupole terms, since $3\cdot\frac43-4=0$. The monopoles add to $4/R$. The cubic coefficient is
$$\frac{5}{2R^4}\cdot\frac{8\,n_0n_1n_2}{\sqrt3}=\frac{20\,n_0n_1n_2}{\sqrt3\,R^4}.$$
The three sums are `m1`, `m2` and `m3`. The theorem holds for every $R>0$ and every unit vector $n$; along a cube axis the coefficient is zero. In Cartesian coordinates the cubic term is $20xyz/(\sqrt3R^4)$. Between $d_{xy}$ and $p_z$ its angular integrand is proportional to $x^2y^2z^2$, whose integral is positive, so the term can couple these two orbitals, with a strength that depends on their radial functions. The Lean code does not treat orbitals.

```lean
/-- Along a unit direction `n`, the tetrahedral potential minus its central value,
divided by `t³`, tends to `20 n₀ n₁ n₂ / (√3 R⁴)`. -/
theorem tetrahedral_cubic_term {R : ℝ} (hR : 0 < R) (n : Fin 3 → ℝ)
    (hn : ∑ k, n k ^ 2 = 1) :
    Tendsto (fun t : ℝ => (tetraPotential R (fun k => t * n k) - 4 / R) / t ^ 3)
      (𝓝[≠] 0) (𝓝 (20 * n 0 * n 1 * n 2 / (Real.sqrt 3 * R ^ 4))) := by
  have hw := inv_sqrt_three_sq
  obtain ⟨c0, c1, c2, c3⟩ := cosAngle_values n
  have hn' := hn
  rw [Fin.sum_univ_three] at hn'
  -- the dipole and quadrupole sums
  have m1 : cosAngle n 0 + cosAngle n 1 + cosAngle n 2 + cosAngle n 3 = 0 := by
    rw [c0, c1, c2, c3]; ring
  have m2 : cosAngle n 0 ^ 2 + cosAngle n 1 ^ 2 + cosAngle n 2 ^ 2
      + cosAngle n 3 ^ 2 = 4 / 3 := by
    rw [c0, c1, c2, c3]
    linear_combination 4 * (n 0 ^ 2 + n 1 ^ 2 + n 2 ^ 2) * hw + 4 / 3 * hn'
  -- the sum of cubes, which enters the octupole term
  have m3 : cosAngle n 0 ^ 3 + cosAngle n 1 ^ 3 + cosAngle n 2 ^ 3
      + cosAngle n 3 ^ 3 = 8 * (Real.sqrt 3)⁻¹ * (n 0 * n 1 * n 2) := by
    rw [c0, c1, c2, c3]
    linear_combination 24 * (n 0 * n 1 * n 2) * (Real.sqrt 3)⁻¹ * hw
  have hsum := tendsto_finsetSum (Finset.univ : Finset (Fin 4))
    (fun i _ => single_charge_cubic hR (cosAngle n i))
  have hL : ∑ i, (5 * cosAngle n i ^ 3 - 3 * cosAngle n i) / 2 / R ^ 4 =
      20 * n 0 * n 1 * n 2 / (Real.sqrt 3 * R ^ 4) := by
    rw [Fin.sum_univ_four]
    linear_combination 5 / 2 / R ^ 4 * m3 - 3 / 2 / R ^ 4 * m1
  rw [hL] at hsum
  refine hsum.congr fun t => ?_
  rw [← Finset.sum_div, potential_on_ray R t n hn]
  congr 1
  simp only [Fin.sum_univ_four]
  linear_combination -(t / R ^ 2) * m1 - 3 / 2 * t ^ 2 / R ^ 3 * m2
```

Along $n=u_0$ the cosines are $1,-\frac13,-\frac13,-\frac13$. For $t<R$ the first distance is $R-t$, and the other three are equal:
$$V(t)=\frac1{R-t}+\frac3{\sqrt{R^2+t^2+2Rt/3}}.$$

```lean
/-- On a ligand axis, below the ligand, the potential is the term of that ligand plus three equal
terms from the other ligands. -/
theorem ligand_axis_potential {R t : ℝ} (ht : t < R) :
    tetraPotential R (fun k => t * vertex 0 k) =
      1 / (R - t) + 3 / Real.sqrt (R ^ 2 + t ^ 2 + 2 * R * t / 3) := by
  have hw := inv_sqrt_three_sq
  have hv : ∀ k, vertex 0 k = (Real.sqrt 3)⁻¹ := by
    intro k; fin_cases k <;> simp [vertex, corner]
  obtain ⟨h0, h1, h2, h3⟩ := cosAngle_values (vertex 0)
  simp only [hv] at h0 h1 h2 h3
  have e0 : cosAngle (vertex 0) 0 = 1 := by rw [h0]; linear_combination 3 * hw
  have e1 : cosAngle (vertex 0) 1 = -1 / 3 := by rw [h1]; linear_combination -hw
  have e2 : cosAngle (vertex 0) 2 = -1 / 3 := by rw [h2]; linear_combination -hw
  have e3 : cosAngle (vertex 0) 3 = -1 / 3 := by rw [h3]; linear_combination -hw
  rw [potential_on_ray R t _ (vertex_unit 0), Fin.sum_univ_four, e0, e1, e2, e3,
    show R ^ 2 - 2 * R * 1 * t + t ^ 2 = (R - t) ^ 2 by ring,
    show R ^ 2 - 2 * R * (-1 / 3) * t + t ^ 2 = R ^ 2 + t ^ 2 + 2 * R * t / 3 by ring,
    Real.sqrt_sq (by linarith)]
  ring
```

Here $n_0n_1n_2=1/(3\sqrt3)$, so the coefficient becomes $20/(9R^4)$. The formula for $V$ applies because $t<R$ once $t$ is close to zero.

```lean
/-- Along a ligand direction the cubic coefficient of the tetrahedral potential is
`20/(9R⁴)`. -/
theorem ligand_axis_cubic_term {R : ℝ} (hR : 0 < R) :
    Tendsto (fun t : ℝ => (1 / (R - t) +
      3 / Real.sqrt (R ^ 2 + t ^ 2 + 2 * R * t / 3) - 4 / R) / t ^ 3)
      (𝓝[≠] 0) (𝓝 (20 / (9 * R ^ 4))) := by
  have hw := inv_sqrt_three_sq
  have hv : ∀ k, vertex 0 k = (Real.sqrt 3)⁻¹ := by
    intro k; fin_cases k <;> simp [vertex, corner]
  have h := tetrahedral_cubic_term hR (vertex 0) (vertex_unit 0)
  have hL : 20 * vertex 0 0 * vertex 0 1 * vertex 0 2 / (Real.sqrt 3 * R ^ 4) =
      20 / (9 * R ^ 4) := by
    rw [hv, hv, hv]
    linear_combination 20 / R ^ 4 * ((Real.sqrt 3)⁻¹ ^ 2 + 1 / 3) * hw
  rw [hL] at h
  refine h.congr' ?_
  filter_upwards [nhdsWithin_le_nhds (gt_mem_nhds hR)] with t ht
  rw [ligand_axis_potential ht]
```

## Inversion removes the term

Suppose a permutation $\sigma$ of the charges keeps their values and reverses their positions: $q_{\sigma(i)}=q_i$, $a_{\sigma(i)}=-a_i$. This is what a centre of inversion at the origin, the position of the metal, means for point charges. Relabelling the sum by $\sigma$ and using $|-r+a_i|=|r-a_i|$ gives $V(-r)=V(r)$.

```lean
/-- If inversion maps a set of charges onto itself, its potential is even. -/
theorem centrosymmetric_even {ι : Type*} [Fintype ι] (q : ι → ℝ) (a : ι → Fin 3 → ℝ)
    (σ : Equiv.Perm ι) (hq : ∀ i, q (σ i) = q i) (ha : ∀ i k, a (σ i) k = -a i k)
    (r : Fin 3 → ℝ) : potential q a (fun k => -r k) = potential q a r := by
  unfold potential
  refine (Equiv.sum_comp σ
    (fun i => q i / Real.sqrt (∑ k, (-r k - a i k) ^ 2))).symm.trans ?_
  refine Finset.sum_congr rfl fun i _ => ?_
  have h : ∑ k, (-r k - a (σ i) k) ^ 2 = ∑ k, (r k - a i k) ^ 2 :=
    Finset.sum_congr rfl fun k _ => by rw [ha]; ring
  simp only [hq, h]
```

Let $f(t)=(V(tn)-v_0-v_2t^2)/t^3$ for constants $v_0$, $v_2$, and assume that $f(t)\to L$ as $t\to0$. Evenness gives $f(-t)=-f(t)$, so $L=-L$ by uniqueness of limits, and $L=0$. The existence of the limit is a hypothesis here.

```lean
/-- For a centrosymmetric set of charges, a cubic coefficient left after constant and
quadratic terms are subtracted along a line through the centre is zero. -/
theorem centrosymmetric_no_cubic_term {ι : Type*} [Fintype ι] (q : ι → ℝ)
    (a : ι → Fin 3 → ℝ) (σ : Equiv.Perm ι) (hq : ∀ i, q (σ i) = q i)
    (ha : ∀ i k, a (σ i) k = -a i k) (n : Fin 3 → ℝ) (v₀ v₂ L : ℝ)
    (h : Tendsto (fun t : ℝ => (potential q a (fun k => t * n k) - v₀ - v₂ * t ^ 2) / t ^ 3)
      (𝓝[≠] 0) (𝓝 L)) : L = 0 := by
  have hneg : Tendsto (fun t : ℝ => -t) (𝓝[≠] 0) (𝓝[≠] 0) := by
    refine tendsto_nhdsWithin_iff.mpr ⟨?_, ?_⟩
    · simpa using (continuous_neg.tendsto (0 : ℝ)).mono_left nhdsWithin_le_nhds
    · filter_upwards [self_mem_nhdsWithin] with t ht
      simpa using ht
  -- reflecting the line reverses the sign of the cubic coefficient
  have h2 := (h.comp hneg).neg
  have h3 := tendsto_nhds_unique h (h2.congr fun t => by
    have he : potential q a (fun k => -t * n k) = potential q a (fun k => t * n k) := by
      simpa only [neg_mul] using centrosymmetric_even q a σ hq ha (fun k => t * n k)
    simp only [Function.comp_apply, he]
    rw [neg_sq, show (-t) ^ 3 = -t ^ 3 by ring, div_neg, neg_neg])
  linarith

end

end TetrahedralPointCharges
```

The smallest example with ligands has two unit charges at $\pm R$ on a line, exchanged by $\sigma$. For $|t|<R$,
$$\frac1{R-t}+\frac1{R+t}=\frac{2R}{R^2-t^2}=\frac2R+\frac{2t^2}{R^3}+O(t^4),$$
with no cubic term.

```lean
#print axioms TetrahedralPointCharges.ligand_axis_cubic_term
#print axioms TetrahedralPointCharges.centrosymmetric_no_cubic_term
```

```
'TetrahedralPointCharges.ligand_axis_cubic_term' depends on axioms: [propext, Classical.choice, Quot.sound]
'TetrahedralPointCharges.centrosymmetric_no_cubic_term' depends on axioms: [propext, Classical.choice, Quot.sound]
```
